# Transverse variances in a joint eigenstate of J² and Jz, and when they reach the Robertson bound

Let \(J_x, J_y, J_z\) be symmetric operators with the angular momentum commutation relations (\(\hbar=1\)), and let \(v\) be a unit vector with \(J^2v=j(j+1)v\) and \(J_zv=mv\), where \(J^2=J_x^2+J_y^2+J_z^2\) and \(j\ge 0\). Then, with \(\langle A\rangle=\langle v,Av\rangle\),

\[
\langle J_x\rangle=\langle J_y\rangle=0,\qquad
\langle J_x^2\rangle=\langle J_y^2\rangle=\frac{j(j+1)-m^2}{2},
\]

\[
\mathrm{Var}(J_x)\,\mathrm{Var}(J_y)\ \ge\ \frac{m^2}{4},\qquad\text{with equality iff } |m|=j .
\]

## Reference values for spin matrices

A code that builds spin matrices or diagonalises a finite spin cluster can compare its transverse moments with these values, provided that the vector tested is an eigenvector of both \(J^2\) and \(J_z\). For a known joint eigenvector whose \(j>0\) is known independently of the matrices tested, the comparison detects a real scale factor other than \(\pm1\) in \(J_x\) or \(J_y\). It does not detect a flipped sign of \(J_y\), which leaves all these numbers unchanged.

## From the commutators to the exact gap

Since \(J_z\) is symmetric and \(m\) is real, \(\langle v,J_zw\rangle=m\langle v,w\rangle\) for every \(w\). Hence

\[
i\langle J_x\rangle=\langle J_yJ_z-J_zJ_y\rangle=m\langle J_y\rangle-m\langle J_y\rangle=0,
\]
\[
i\langle J_y\rangle=\langle J_zJ_x-J_xJ_z\rangle=m\langle J_x\rangle-m\langle J_x\rangle=0.
\]

For the second moments, the same two commutators give

\[
i\langle J_y^2\rangle=\langle (J_zJ_x-J_xJ_z)J_y\rangle=m\langle J_xJ_y\rangle-\langle J_xJ_zJ_y\rangle,
\]
\[
i\langle J_x^2\rangle=\langle J_x(J_yJ_z-J_zJ_y)\rangle=m\langle J_xJ_y\rangle-\langle J_xJ_zJ_y\rangle .
\]

The moments are therefore equal. Their sum is \(D=j(j+1)-m^2\), from the \(J^2\) eigenvalue, so each is \(D/2\). As the means vanish, each variance is also \(D/2\).

Now put \(J_\pm=J_x\pm iJ_y\). Expanding the norm gives

\[
\|J_\pm v\|^2=\|J_xv\|^2+\|J_yv\|^2\pm i\langle J_xJ_y-J_yJ_x\rangle=D\mp m=j(j+1)-m(m\pm1),
\]

and therefore

\[
\mathrm{Var}(J_x)\mathrm{Var}(J_y)-\frac{m^2}{4}=\frac{D^2-m^2}{4}=\frac{\|J_+v\|^2\|J_-v\|^2}{4}\ge 0 .
\]

Equality requires \(J_+v=0\) or \(J_-v=0\).

- If \(J_+v=0\), then \((j-m)(j+m+1)=0\). The root \(m=-j-1\) would give \(\|J_-v\|^2=-2(j+1)<0\), so \(m=j\).
- If \(J_-v=0\), then \((j+m)(j-m+1)=0\). The root \(m=j+1\) would give \(\|J_+v\|^2=-2(j+1)<0\), so \(m=-j\).

Conversely, \(|m|=j\) gives \(D=j\), and the product of variances is \(j^2/4=m^2/4\).

## The Lean file

```lean
import Mathlib

open Complex (I)

namespace AngularMomentumUncertainty

noncomputable section

variable {E : Type*} [NormedAddCommGroup E] [InnerProductSpace ℂ E]

/-- Three symmetric operators obeying the angular momentum commutation relations (ħ = 1). -/
structure IsAngularMomentum (Jx Jy Jz : E →ₗ[ℂ] E) : Prop where
  symm_x : Jx.IsSymmetric
  symm_y : Jy.IsSymmetric
  symm_z : Jz.IsSymmetric
  xy : ∀ u, Jx (Jy u) - Jy (Jx u) = I • Jz u
  yz : ∀ u, Jy (Jz u) - Jz (Jy u) = I • Jx u
  zx : ∀ u, Jz (Jx u) - Jx (Jz u) = I • Jy u

/-- A unit vector `v` with `J² v = j(j+1) v` and `Jz v = m v`. -/
structure IsState (Jx Jy Jz : E →ₗ[ℂ] E) (j m : ℝ) (v : E) : Prop where
  unit : ‖v‖ = 1
  casimir : Jx (Jx v) + Jy (Jy v) + Jz (Jz v) = ((j * (j + 1) : ℝ) : ℂ) • v
  jz : Jz v = (m : ℂ) • v

/-- The expectation value `⟨v, A v⟩`. -/
def expect (A : E →ₗ[ℂ] E) (v : E) : ℂ := inner ℂ v (A v)

/-- The variance of `A` in the state `v`, as the squared length of `(A - ⟨A⟩) v`. -/
def variance (A : E →ₗ[ℂ] E) (v : E) : ℝ := ‖A v - expect A v • v‖ ^ 2

variable {Jx Jy Jz : E →ₗ[ℂ] E} {j m : ℝ} {v : E}

/-- The squared norm of a vector is its inner product with itself. -/
lemma norm_sq_cast (u : E) : ((‖u‖ ^ 2 : ℝ) : ℂ) = inner ℂ u u := by
  rw [inner_self_eq_norm_sq_to_K]
  push_cast
  rfl

/-- In a matrix element with an eigenvector of `Jz` on the left, `Jz` acts as its eigenvalue. -/
lemma inner_jz (hz : Jz.IsSymmetric) (hm : Jz v = (m : ℂ) • v) (w : E) :
    inner ℂ v (Jz w) = (m : ℂ) * inner ℂ v w := by
  rw [← hz v w, hm, inner_smul_left, Complex.conj_ofReal]

/-- The transverse components have zero mean in a joint eigenstate of `J²` and `Jz`. -/
theorem transverse_means (h : IsAngularMomentum Jx Jy Jz) (s : IsState Jx Jy Jz j m v) :
    expect Jx v = 0 ∧ expect Jy v = 0 := by
  have a := congrArg (fun w => inner ℂ v w) (h.yz v)
  have b := congrArg (fun w => inner ℂ v w) (h.zx v)
  simp only [s.jz, map_smul, inner_sub_right, inner_smul_right,
    inner_jz h.symm_z s.jz, sub_self] at a b
  exact ⟨(mul_eq_zero.mp a.symm).resolve_left Complex.I_ne_zero,
    (mul_eq_zero.mp b.symm).resolve_left Complex.I_ne_zero⟩

/-- Both transverse second moments equal `(j(j+1) - m²)/2`. -/
theorem transverse_second_moments (h : IsAngularMomentum Jx Jy Jz)
    (s : IsState Jx Jy Jz j m v) :
    expect (Jx ∘ₗ Jx) v = (((j * (j + 1) - m ^ 2) / 2 : ℝ) : ℂ) ∧
    expect (Jy ∘ₗ Jy) v = (((j * (j + 1) - m ^ 2) / 2 : ℝ) : ℂ) := by
  have n : inner ℂ v v = (1 : ℂ) := by
    rw [← norm_sq_cast, s.unit]
    norm_num
  -- the commutator of Jz with Jx Jy has zero mean, so the two moments agree
  have a := congrArg (fun w => inner ℂ v w) (h.zx (Jy v))
  have b := congrArg (fun w => inner ℂ v (Jx w)) (h.yz v)
  simp only [inner_sub_right, inner_smul_right, inner_jz h.symm_z s.jz] at a
  simp only [s.jz, map_sub, map_smul, inner_sub_right, inner_smul_right] at b
  have e := mul_left_cancel₀ Complex.I_ne_zero (a.symm.trans b)
  -- the Casimir relation fixes their sum
  have c := congrArg (fun w => inner ℂ v w) s.casimir
  simp only [s.jz, map_smul, inner_add_right, inner_smul_right, n] at c
  simp only [expect, LinearMap.comp_apply]
  push_cast at c ⊢
  constructor
  · linear_combination (c - e) / 2
  · linear_combination (c + e) / 2

/-- Both transverse variances equal `(j(j+1) - m²)/2`. -/
theorem transverse_variances (h : IsAngularMomentum Jx Jy Jz) (s : IsState Jx Jy Jz j m v) :
    variance Jx v = (j * (j + 1) - m ^ 2) / 2 ∧
    variance Jy v = (j * (j + 1) - m ^ 2) / 2 := by
  obtain ⟨mx, my⟩ := transverse_means h s
  obtain ⟨qx, qy⟩ := transverse_second_moments h s
  constructor
  · rw [variance, mx, zero_smul, sub_zero]
    apply Complex.ofReal_injective
    exact (norm_sq_cast (Jx v)).trans ((h.symm_x v (Jx v)).trans qx)
  · rw [variance, my, zero_smul, sub_zero]
    apply Complex.ofReal_injective
    exact (norm_sq_cast (Jy v)).trans ((h.symm_y v (Jy v)).trans qy)

/-- The ladder operators `Jx ± i Jy` send `v` to vectors of squared length
`j(j+1) - m(m ± 1)`. -/
theorem ladder_norms (h : IsAngularMomentum Jx Jy Jz) (s : IsState Jx Jy Jz j m v) :
    ‖Jx v + I • Jy v‖ ^ 2 = j * (j + 1) - m * (m + 1) ∧
    ‖Jx v - I • Jy v‖ ^ 2 = j * (j + 1) - m * (m - 1) := by
  have n : inner ℂ v v = (1 : ℂ) := by
    rw [← norm_sq_cast, s.unit]
    norm_num
  have X := (h.symm_x v (Jx v)).trans (transverse_second_moments h s).1
  have Y := (h.symm_y v (Jy v)).trans (transverse_second_moments h s).2
  -- the cross terms combine into the mean of the commutator of Jx and Jy
  have C : inner ℂ (Jx v) (Jy v) - inner ℂ (Jy v) (Jx v) = I * (m : ℂ) := by
    rw [h.symm_x v (Jy v), h.symm_y v (Jx v), ← inner_sub_right, h.xy, s.jz,
      inner_smul_right, inner_smul_right, n, mul_one]
  push_cast at X Y
  constructor
  · apply Complex.ofReal_injective
    rw [norm_sq_cast]
    simp only [inner_add_left, inner_add_right, inner_smul_left, inner_smul_right,
      Complex.conj_I]
    push_cast
    linear_combination X + Y + I * C + ((m : ℂ) - inner ℂ (Jy v) (Jy v)) * Complex.I_mul_I
  · apply Complex.ofReal_injective
    rw [norm_sq_cast]
    simp only [inner_sub_left, inner_sub_right, inner_smul_left, inner_smul_right,
      Complex.conj_I]
    push_cast
    linear_combination X + Y - I * C + (-(m : ℂ) - inner ℂ (Jy v) (Jy v)) * Complex.I_mul_I

/-- The excess of the variance product over `m²/4` is one quarter of the product of the
squared lengths of the raised and the lowered vector. -/
theorem robertson_gap (h : IsAngularMomentum Jx Jy Jz) (s : IsState Jx Jy Jz j m v) :
    variance Jx v * variance Jy v - m ^ 2 / 4 =
      ‖Jx v + I • Jy v‖ ^ 2 * ‖Jx v - I • Jy v‖ ^ 2 / 4 := by
  rw [(transverse_variances h s).1, (transverse_variances h s).2,
    (ladder_norms h s).1, (ladder_norms h s).2]
  ring

/-- The variance product equals `m²/4` exactly when the raising or the lowering operator
annihilates the state. -/
theorem saturated_iff_annihilated (h : IsAngularMomentum Jx Jy Jz)
    (s : IsState Jx Jy Jz j m v) :
    variance Jx v * variance Jy v = m ^ 2 / 4 ↔
      Jx v + I • Jy v = 0 ∨ Jx v - I • Jy v = 0 := by
  rw [← sub_eq_zero, robertson_gap h s, div_eq_zero_iff, mul_eq_zero]
  simp only [sq_eq_zero_iff, norm_eq_zero, OfNat.ofNat_ne_zero, or_false]

/-- In a state with quantum numbers `j ≥ 0` and `m`, the transverse means vanish, the transverse
second moments are `(j(j+1) - m²)/2`, and the variance product is at least `m²/4`, with
equality exactly when `|m| = j`. -/
theorem transverse_uncertainty (h : IsAngularMomentum Jx Jy Jz)
    (s : IsState Jx Jy Jz j m v) (hj : 0 ≤ j) :
    (expect Jx v = 0 ∧ expect Jy v = 0) ∧
    (expect (Jx ∘ₗ Jx) v = (((j * (j + 1) - m ^ 2) / 2 : ℝ) : ℂ) ∧
      expect (Jy ∘ₗ Jy) v = (((j * (j + 1) - m ^ 2) / 2 : ℝ) : ℂ)) ∧
    m ^ 2 / 4 ≤ variance Jx v * variance Jy v ∧
    (variance Jx v * variance Jy v = m ^ 2 / 4 ↔ |m| = j) := by
  have g := robertson_gap h s
  refine ⟨transverse_means h s, transverse_second_moments h s, ?_, ?_, ?_⟩
  · have : 0 ≤ ‖Jx v + I • Jy v‖ ^ 2 * ‖Jx v - I • Jy v‖ ^ 2 / 4 := by positivity
    linarith
  · intro e
    obtain ⟨p, q⟩ := ladder_norms h s
    have p0 := sq_nonneg ‖Jx v + I • Jy v‖
    have q0 := sq_nonneg ‖Jx v - I • Jy v‖
    rcases (saturated_iff_annihilated h s).mp e with z | z
    · -- top of the ladder: m = j, since m = -j-1 would make the other norm negative
      rw [z, norm_zero] at p
      have f : (j - m) * (j + m + 1) = 0 := by linear_combination -p
      rcases mul_eq_zero.mp f with k | k
      · rw [show m = j by linarith, abs_of_nonneg hj]
      · exfalso
        nlinarith
    · -- bottom of the ladder: m = -j
      rw [z, norm_zero] at q
      have f : (j + m) * (j - m + 1) = 0 := by linear_combination -q
      rcases mul_eq_zero.mp f with k | k
      · rw [show m = -j by linarith, abs_neg, abs_of_nonneg hj]
      · exfalso
        nlinarith
  · intro e
    have k : j ^ 2 = m ^ 2 := by rw [← e, sq_abs]
    rw [(transverse_variances h s).1, (transverse_variances h s).2]
    linear_combination ((j ^ 2 - m ^ 2 + 2 * j + 1) / 4) * k

/-- The operator on two-component spinors with matrix rows `(a, b)` and `(c, d)`. -/
def spinorOp (a b c d : ℂ) : EuclideanSpace ℂ (Fin 2) →ₗ[ℂ] EuclideanSpace ℂ (Fin 2) where
  toFun u := !₂[a * u 0 + b * u 1, c * u 0 + d * u 1]
  map_add' x y := by ext i; fin_cases i <;> simp <;> ring
  map_smul' r x := by ext i; fin_cases i <;> simp <;> ring

/-- Half the Pauli matrices form an angular momentum triple, and the spinor `(1, 0)` is a state
with `j = m = 1/2`. -/
theorem transverse_uncertainty_witness :
    IsAngularMomentum (spinorOp 0 (1 / 2) (1 / 2) 0) (spinorOp 0 (-I / 2) (I / 2) 0)
      (spinorOp (1 / 2) 0 0 (-1 / 2)) ∧
    IsState (spinorOp 0 (1 / 2) (1 / 2) 0) (spinorOp 0 (-I / 2) (I / 2) 0)
      (spinorOp (1 / 2) 0 0 (-1 / 2)) (1 / 2) (1 / 2) !₂[1, 0] := by
  have c2 : (starRingEnd ℂ) (2 : ℂ) = 2 := by
    apply Complex.ext <;> simp
  refine ⟨⟨?_, ?_, ?_, ?_, ?_, ?_⟩, ⟨?_, ?_, ?_⟩⟩
  -- each of the three operators is symmetric
  iterate 3
    · intro x y
      simp [spinorOp, PiLp.inner_apply, Fin.sum_univ_two, c2]
      ring
  · intro u
    ext i
    fin_cases i <;> simp [spinorOp] <;> ring
  · intro u
    ext i
    fin_cases i <;> simp [spinorOp] <;> ring
  · intro u
    ext i
    fin_cases i
    · simp [spinorOp]
      linear_combination (u 1 / 2) * Complex.I_mul_I
    · simp [spinorOp]
      linear_combination (-u 0 / 2) * Complex.I_mul_I
  · simp [EuclideanSpace.norm_eq, Fin.sum_univ_two]
  · ext i
    fin_cases i
    · simp [spinorOp]
      linear_combination (-1 / 4) * Complex.I_mul_I
    · simp [spinorOp]
  · ext i
    fin_cases i <;> simp [spinorOp]

end

end AngularMomentumUncertainty
```

```lean
#print axioms AngularMomentumUncertainty.transverse_variances
-- 'AngularMomentumUncertainty.transverse_variances' depends on axioms: [propext, Classical.choice, Quot.sound]
#print axioms AngularMomentumUncertainty.transverse_uncertainty
-- 'AngularMomentumUncertainty.transverse_uncertainty' depends on axioms: [propext, Classical.choice, Quot.sound]
```

## Hypotheses, proof steps and limits

`IsAngularMomentum` contains the symmetry of the three operators and their commutators, stated on every vector; the commutators are those of the generators of rotations. `IsState` contains the normalisation and the two eigenvalue equations. `expect` is a complex number, with the inner product linear in its second argument, and `variance` is \(\|Av-\langle A\rangle v\|^2\).

`transverse_means` and `transverse_second_moments` take inner products of the commutators with \(v\) and use `inner_jz` to replace \(J_z\) by \(m\). In the second, `e` is the equality of the moments and `c` their sum; `linear_combination` solves for each. `transverse_variances` moves one operator across the inner product. `ladder_norms` expands the norms, with the commutator term in `C`, and `robertson_gap` follows by `ring`. `saturated_iff_annihilated` reads off the equality condition. In `transverse_uncertainty`, `nlinarith` excludes the two roots that make a squared norm negative.

The operators act on all of `E`, which may be infinite-dimensional and need not be complete. Operators with restricted domains are therefore covered when `E` is taken to be a common domain that all three map into itself. The numbers `j` and `m` are real; that they are integers or half-odd integers is neither assumed nor derived. The condition `0 ≤ j` selects one of the two labels, \(j\) and \(-j-1\), that give the same \(J^2\) eigenvalue.

Robertson's inequality bounds \(\mathrm{Var}(A)\,\mathrm{Var}(B)\) from below by \(|\langle AB-BA\rangle|^2/4\), which is \(m^2/4\) for \(J_x\) and \(J_y\) in the state \(v\). Here this bound comes from the exact gap, without the inequality for general operators and states. Superpositions of different \(m\), mixed states and rounding errors are not treated.

`transverse_uncertainty_witness` shows that half the Pauli matrices and the spinor \((1,0)\) satisfy every hypothesis, with \(j=m=1/2\).
